# Two exponential tails: a smaller occupation of the slower-decaying one moves the dip in the iso-orbital indicator outward and leaves its depth unchanged

In atomic units, I take two orbital tails on a line, exp(−kx) with occupation 1 and exp(−mx) with occupation d, where k > m > 0 and d > 0. The density, the kinetic energy density and the iso-orbital indicator are

n = exp(−2kx) + d exp(−2mx)

τ = (k² exp(−2kx) + d m² exp(−2mx)) / 2

z = n′² / (8nτ)

For a single orbital z = 1. Smearing gives my second orbital a tiny d, so I expected z to be almost 1 everywhere. Yet when I lower d, the dip in z stays just as deep and only appears further out. Does it ever fade?

## The occupation only translates the curve

It does not fade. For every d > 0 the minimum is 4km/(k+m)², and d decides only where it lies.

Write a = exp(−2kx) and b = d exp(−2mx). Then n = a + b, n′ = −2(ka + mb) and τ = (k²a + m²b)/2, so the numerical factors cancel:

z = (ka + mb)² / ((a + b)(k²a + m²b))

The denominator exceeds the numerator by ab(k − m)². Now define

x₀ = ln(k/(md)) / (2(k − m)),  t = (k − m)(x − x₀)

Since b/a = d exp(2(k − m)x), and this ratio equals k/m at x₀, we have b = (k/m) a exp(2t). Hence

ka + mb = ka(1 + exp(2t)) = 2ka exp(t) cosh t

ab(k − m)² = (k/m) a² exp(2t) (k − m)²

Inserting both and cancelling a² exp(2t) k/m gives

z = 4km cosh²t / (4km cosh²t + (k − m)²)

The occupation has disappeared except through x₀. Because z increases with cosh²t, and cosh²t ≥ 1 with equality only at t = 0, the minimum is attained only at x₀. Its value is 4km/(4km + (k − m)²) = 4km/(k + m)².

Your expectation does hold at each fixed x: as d → 0 from above, b vanishes there and z → 1. Meanwhile x₀ → +∞, so the dip eventually passes any point you watch. The convergence is pointwise but not uniform.

## One inequality for the whole line, two limits for small d

In the Lean file, `orbital κ x` is exp(−κx), and `density` and `kineticDensity` are the occupation-weighted sums. Both `kineticDensity` and `indicator` use actual derivatives (`deriv`), and `densities_eq` recovers the exponential formulas above. The point x₀ is `dipPosition k m d`.

- `indicator_minimum` says that, for k > m > 0, d > 0 and every real x, z is at least 4km/(k+m)², with equality exactly when x = x₀.
- `indicator_profile` is the cosh formula, under the same hypotheses.
- `dipPosition_lt` says that if 0 < d₁ < d₂, the dip for d₂ lies at smaller x than the dip for d₁.
- `dipPosition_tendsto` sends x₀ to +∞ as d → 0 from above, which Lean writes as `𝓝[>] 0`.
- `indicator_tendsto_one` gives z → 1 at fixed x. It needs only k > 0 and allows any real m.

The condition k > m means that the weakly occupied orbital decays more slowly, as expected for the higher of two bound states in a local potential that levels off outside. The orbitals are unnormalised tails. A common factor in n and τ cancels in z, so for normalised orbitals d stands for the ratio of occupations times the ratio of squared tail amplitudes. The model has one dimension, two pure exponentials and fixed decay constants; it contains no self-consistency and no exchange-correlation energy.

```lean
import Mathlib

open Filter Topology

namespace IsoOrbitalTail

noncomputable section

/-- An exponential orbital tail with decay constant `κ`. -/
def orbital (κ x : ℝ) : ℝ := Real.exp (-κ * x)

/-- The density of two orbital tails with occupations `1` and `d`. -/
def density (k m d x : ℝ) : ℝ := orbital k x ^ 2 + d * orbital m x ^ 2

/-- The kinetic energy density: half the occupation-weighted sum of the squared
orbital derivatives. -/
def kineticDensity (k m d x : ℝ) : ℝ :=
  (deriv (orbital k) x ^ 2 + d * deriv (orbital m) x ^ 2) / 2

/-- The iso-orbital indicator `z = n'² / (8 n τ)`, meaningful where the density and the
kinetic energy density are nonzero. -/
def indicator (k m d x : ℝ) : ℝ :=
  deriv (density k m d) x ^ 2 / (8 * density k m d x * kineticDensity k m d x)

/-- The position `ln(k/(m d)) / (2(k - m))`, defined for positive `k`, `m`, `d`
with `k ≠ m`. -/
def dipPosition (k m d : ℝ) : ℝ := Real.log (k / (m * d)) / (2 * (k - m))

/-- The derivative of an exponential tail is `-κ` times the tail. -/
theorem hasDerivAt_orbital (κ x : ℝ) :
    HasDerivAt (orbital κ) (-κ * orbital κ x) x := by
  have h : HasDerivAt (fun y : ℝ => Real.exp (-κ * y))
      (Real.exp (-κ * x) * (-κ * 1)) x :=
    ((hasDerivAt_id x).const_mul (-κ)).exp
  exact h.congr_deriv (by unfold orbital; ring)

/-- The density of one tail decays with twice the decay constant of the orbital. -/
theorem orbital_sq (κ x : ℝ) : orbital κ x ^ 2 = Real.exp (-2 * κ * x) := by
  unfold orbital
  rw [← Real.exp_nat_mul]
  congr 1
  push_cast
  ring

/-- The density and the kinetic energy density as explicit sums of two exponentials. -/
theorem densities_eq (k m d x : ℝ) :
    density k m d x = Real.exp (-2 * k * x) + d * Real.exp (-2 * m * x) ∧
    kineticDensity k m d x =
      (k ^ 2 * Real.exp (-2 * k * x) + d * m ^ 2 * Real.exp (-2 * m * x)) / 2 := by
  constructor
  · rw [density, orbital_sq, orbital_sq]
  · rw [kineticDensity, (hasDerivAt_orbital k x).deriv, (hasDerivAt_orbital m x).deriv,
      ← orbital_sq, ← orbital_sq]
    ring

/-- The indicator as a rational function of the two orbital densities. -/
theorem indicator_eq (k m d x : ℝ) :
    indicator k m d x =
      (k * orbital k x ^ 2 + m * (d * orbital m x ^ 2)) ^ 2 /
        ((orbital k x ^ 2 + d * orbital m x ^ 2) *
          (k ^ 2 * orbital k x ^ 2 + m ^ 2 * (d * orbital m x ^ 2))) := by
  have h1 : HasDerivAt (density k m d)
      (-2 * (k * orbital k x ^ 2 + m * (d * orbital m x ^ 2))) x := by
    have h := ((hasDerivAt_orbital k x).fun_pow 2).fun_add
      (((hasDerivAt_orbital m x).fun_pow 2).const_mul d)
    exact h.congr_deriv (by
      simp only [Nat.reduceSub, Nat.cast_ofNat, pow_one]
      ring)
  have h2 : kineticDensity k m d x =
      (k ^ 2 * orbital k x ^ 2 + m ^ 2 * (d * orbital m x ^ 2)) / 2 := by
    rw [kineticDensity, (hasDerivAt_orbital k x).deriv, (hasDerivAt_orbital m x).deriv]
    ring
  -- the numerical factors cancel
  have h3 : ∀ N n T : ℝ, (-2 * N) ^ 2 / (8 * n * (T / 2)) = N ^ 2 / (n * T) := by
    intro N n T
    rw [show (-2 * N) ^ 2 = 4 * N ^ 2 by ring,
      show 8 * n * (T / 2) = 4 * (n * T) by ring,
      mul_div_mul_left _ _ (by norm_num : (4 : ℝ) ≠ 0)]
  rw [indicator, h1.deriv, h2]
  exact h3 _ _ _

/-- For `k > m > 0` and `d > 0`, the indicator is a fixed function of the distance from
`dipPosition k m d`: the occupation `d` only translates the curve. -/
theorem indicator_profile {k m d : ℝ} (hm : 0 < m) (hk : m < k) (hd : 0 < d) (x : ℝ) :
    indicator k m d x =
      4 * k * m * Real.cosh ((k - m) * (x - dipPosition k m d)) ^ 2 /
        (4 * k * m * Real.cosh ((k - m) * (x - dipPosition k m d)) ^ 2 + (k - m) ^ 2) := by
  have hk0 : 0 < k := hm.trans hk
  have hkm : k - m ≠ 0 := (sub_pos.2 hk).ne'
  have h0 : 2 * (k - m) * dipPosition k m d = Real.log (k / (m * d)) := by
    unfold dipPosition
    generalize Real.log (k / (m * d)) = L
    field_simp
  have hr : k / (m * d) = Real.exp (2 * (k - m) * dipPosition k m d) := by
    rw [h0, Real.exp_log (by positivity)]
  -- the ratio of the orbital densities, measured from the dip
  have he : orbital m x ^ 2 = orbital k x ^ 2 *
      Real.exp ((k - m) * (x - dipPosition k m d)) ^ 2 * (k / (m * d)) := by
    rw [hr, orbital_sq, orbital_sq, ← Real.exp_nat_mul, ← Real.exp_add, ← Real.exp_add]
    congr 1
    push_cast
    ring
  have hB : d * orbital m x ^ 2 = k * orbital k x ^ 2 *
      Real.exp ((k - m) * (x - dipPosition k m d)) ^ 2 / m := by
    rw [he]
    field_simp
  have key : ∀ A u : ℝ, 0 < A → 0 < u →
      (k * A + m * (k * A * u ^ 2 / m)) ^ 2 /
        ((A + k * A * u ^ 2 / m) * (k ^ 2 * A + m ^ 2 * (k * A * u ^ 2 / m))) =
      4 * k * m * ((u + u⁻¹) / 2) ^ 2 /
        (4 * k * m * ((u + u⁻¹) / 2) ^ 2 + (k - m) ^ 2) := by
    intro A u hA hu
    rw [div_eq_div_iff (by positivity) (by positivity)]
    field_simp
    ring
  rw [indicator_eq, hB, Real.cosh_eq, Real.exp_neg]
  exact key _ _ (pow_pos (Real.exp_pos _) 2) (Real.exp_pos _)

/-- For `k > m > 0` and `d > 0`, the indicator is nowhere below `4km/(k+m)²`, and it takes
this value exactly at `x = ln(k/(m d)) / (2(k - m))`. -/
theorem indicator_minimum {k m d : ℝ} (hm : 0 < m) (hk : m < k) (hd : 0 < d) (x : ℝ) :
    4 * k * m / (k + m) ^ 2 ≤ indicator k m d x ∧
    (indicator k m d x = 4 * k * m / (k + m) ^ 2 ↔ x = dipPosition k m d) := by
  have hk0 : 0 < k := hm.trans hk
  have hkm : 0 < k - m := sub_pos.2 hk
  rw [indicator_profile hm hk hd]
  have hc := Real.cosh_sq ((k - m) * (x - dipPosition k m d))
  have hP : 0 < 4 * k * m * (k - m) ^ 2 := by positivity
  have hD : 0 < 4 * k * m * Real.cosh ((k - m) * (x - dipPosition k m d)) ^ 2
      + (k - m) ^ 2 := by positivity
  have hS : 0 < (k + m) ^ 2 := by positivity
  constructor
  · rw [div_le_div_iff₀ hS hD, hc]
    nlinarith [mul_nonneg hP.le (sq_nonneg (Real.sinh ((k - m) * (x - dipPosition k m d))))]
  · constructor
    · intro h
      rw [div_eq_div_iff hD.ne' hS.ne', hc] at h
      -- equality forces the hyperbolic sine to vanish
      have hs : 4 * k * m * (k - m) ^ 2 *
          Real.sinh ((k - m) * (x - dipPosition k m d)) ^ 2 = 0 := by
        linear_combination h
      have ht := Real.sinh_eq_zero.1
        (pow_eq_zero_iff (two_ne_zero)|>.1 ((mul_eq_zero.1 hs).resolve_left hP.ne'))
      exact sub_eq_zero.1 ((mul_eq_zero.1 ht).resolve_left hkm.ne')
    · intro h
      rw [h, sub_self, mul_zero, Real.cosh_zero,
        show 4 * k * m * 1 ^ 2 + (k - m) ^ 2 = (k + m) ^ 2 by ring, one_pow, mul_one]

/-- For `k > m > 0`, lowering the positive occupation `d` moves the dip position to
larger `x`. -/
theorem dipPosition_lt {k m d₁ d₂ : ℝ} (hm : 0 < m) (hk : m < k) (h₁ : 0 < d₁)
    (h₂ : d₁ < d₂) : dipPosition k m d₂ < dipPosition k m d₁ := by
  have hk0 : 0 < k := hm.trans hk
  have hd₂ : 0 < d₂ := h₁.trans h₂
  have h : k / (m * d₂) < k / (m * d₁) := by gcongr
  exact div_lt_div_of_pos_right (Real.log_lt_log (by positivity) h) (by linarith)

/-- For `k > m > 0`, the dip position goes to `+∞` as the occupation `d` tends to zero
from above. -/
theorem dipPosition_tendsto {k m : ℝ} (hm : 0 < m) (hk : m < k) :
    Tendsto (fun d => dipPosition k m d) (𝓝[>] 0) atTop := by
  have hr : 0 < k / m := div_pos (hm.trans hk) hm
  have h2 : 0 < 2 * (k - m) := by linarith
  have h := (Real.tendsto_log_atTop.comp
    ((tendsto_inv_nhdsGT_zero (𝕜 := ℝ)).const_mul_atTop hr)).atTop_div_const h2
  refine h.congr (fun d => ?_)
  have e : k / m * d⁻¹ = k / (m * d) := by rw [← div_eq_mul_inv, div_div]
  simp only [Function.comp_apply, dipPosition, e]

/-- At each fixed point `x`, for `k > 0`, the indicator tends to `1` as the occupation `d`
tends to zero from above. -/
theorem indicator_tendsto_one {k : ℝ} (hk : 0 < k) (m x : ℝ) :
    Tendsto (fun d => indicator k m d x) (𝓝[>] 0) (𝓝 1) := by
  have hA : 0 < orbital k x := Real.exp_pos _
  have hc : ContinuousAt (fun d : ℝ => indicator k m d x) 0 := by
    simp only [indicator_eq]
    refine ContinuousAt.div (by fun_prop) (by fun_prop) ?_
    simp only [zero_mul, mul_zero, add_zero]
    positivity
  have h1 : indicator k m 0 x = 1 := by
    rw [indicator_eq]
    simp only [zero_mul, mul_zero, add_zero]
    field_simp
  have h : Tendsto (fun d => indicator k m d x) (𝓝 0) (𝓝 (indicator k m 0 x)) := hc
  rw [h1] at h
  exact h.mono_left nhdsWithin_le_nhds

end

end IsoOrbitalTail
```

```lean
#print axioms IsoOrbitalTail.indicator_minimum
-- 'IsoOrbitalTail.indicator_minimum' depends on axioms: [propext, Classical.choice, Quot.sound]
#print axioms IsoOrbitalTail.dipPosition_lt
-- 'IsoOrbitalTail.dipPosition_lt' depends on axioms: [propext, Classical.choice, Quot.sound]
#print axioms IsoOrbitalTail.dipPosition_tendsto
-- 'IsoOrbitalTail.dipPosition_tendsto' depends on axioms: [propext, Classical.choice, Quot.sound]
#print axioms IsoOrbitalTail.indicator_tendsto_one
-- 'IsoOrbitalTail.indicator_tendsto_one' depends on axioms: [propext, Classical.choice, Quot.sound]
```

## From the two orbital densities to a hyperbolic sine

`orbital_sq` writes the square of a tail as a single exponential; it serves `densities_eq` and, later, the step `he`. `hasDerivAt_orbital` differentiates a tail, and from it `indicator_eq` obtains the rational function of a and b: `h1` is the derivative of the density, `h2` rewrites τ, and `h3` cancels the numerical factors.

In `indicator_profile`, `hr` expresses k/(md) as exp(2(k − m)x₀), and `he` and `hB` turn this into b = (k/m) a exp(2t). The step `key` is the remaining algebra, with A for a and u for exp(t), so that cosh t is (u + u⁻¹)/2. It cross-multiplies the two fractions and closes with `field_simp` and `ring`.

`indicator_minimum` replaces cosh²t by sinh²t + 1. After cross-multiplication, the two sides of the inequality differ by

4km(k − m)² sinh²t

This is nonnegative, which `nlinarith` uses for the bound. If equality holds, `linear_combination` shows that the expression is zero; hence sinh t = 0, t = 0 and x = x₀. The converse inserts cosh 0 = 1.

For the position, `dipPosition_lt` uses the monotonicity of the logarithm, and `dipPosition_tendsto` composes the logarithm with (k/m)d⁻¹, which grows without bound. `indicator_tendsto_one` shows that z is continuous in d at d = 0, where its value is 1, and then restricts the limit to positive d.

## At the grid points of a smeared meta-GGA calculation

A meta-GGA that uses z needs n, its gradient and τ at each grid point. With smearing, the same fractional occupations weight the orbital sums for n and τ, and z is formed from the results. Within this model of two one-dimensional tails, lowering d does not reduce the largest deviation of z from 1 on the whole line. On a fixed finite grid the largest deviation does tend to zero as d → 0 from above, because z → 1 at each grid point.

Take k = 1 and m = 1/2 in inverse bohr. The minimum is 8/9 for every d. For d = 10⁻⁴ it lies at x₀ ≈ 9.9 bohr, and for d = 10⁻⁶ at about 14.5 bohr. The density at the dip is 7.5·10⁻⁹ in the first case and 7.5·10⁻¹³ in the second, on the scale where the first orbital contributes 1 at x = 0. A code that skips points below a density threshold may therefore never evaluate z at the dip.
